# The energy of an active orbital is minus the occupation-weighted mean of its ionisation and attachment energies

In a multireference state an active spin orbital can be partly occupied, so an electron can be both removed from it and added to it. The orbital energy defined below reflects both processes. The question is in what proportion, when the state is an exact eigenstate \(\psi\) of the Hamiltonian \(H\) with energy \(E\).

States are complex vectors over a finite index type `m`, and operators are matrices.

In Lean 4 with Mathlib:

```lean
import Mathlib

open Matrix

namespace ActiveOrbitalIPEA

noncomputable section

variable {m : Type*} [Fintype m]
```

Write \(\langle\psi,X\psi\rangle\) for the expectation value of an operator \(X\), conjugate-linear in the first entry.

```lean
/-- The expectation expression `⟨ψ, X ψ⟩` of an operator `X` in the vector `ψ`. -/
def expval (X : Matrix m m ℂ) (ψ : m → ℂ) : ℂ := star ψ ⬝ᵥ (X *ᵥ ψ)
```

Let \(a\) annihilate an electron in the orbital. The orbital energy is

\[
\varepsilon=\langle\psi,([a,H]a^\dagger+a^\dagger[a,H])\psi\rangle .
\]

For a Hamiltonian with one- and two-body terms, this is the diagonal element of the Fock matrix built from the one-particle density matrix of \(\psi\). The matrix called the generalised Fock matrix in MCSCF theory, which contains the two-particle density matrix, is a different one.

```lean
/-- The operator `[a, H] a† + a† [a, H]`, whose expectation value is the orbital energy. -/
def orbitalOp (a H : Matrix m m ℂ) : Matrix m m ℂ :=
  (a * H - H * a) * aᴴ + aᴴ * (a * H - H * a)
```

## Ionised and attached states

Removal and addition give the unnormalised vectors \(a\psi\) and \(a^\dagger\psi\). Their normalised forms \(\varphi\) and \(\chi\) are unit vectors with \(a\psi=c\varphi\) and \(a^\dagger\psi=c'\chi\), the phases being free.

```lean
/-- The vector `φ` is a unit vector and `v` is a multiple of it. -/
def IsUnitStateOf (φ v : m → ℂ) : Prop := star φ ⬝ᵥ φ = 1 ∧ ∃ c : ℂ, v = c • φ
```

The ionisation energy is \(I=\langle\varphi,H\varphi\rangle-E\).

```lean
/-- Ionisation energy: mean energy of the ionised state `φ` minus the energy `E`. -/
def ionisationEnergy (H : Matrix m m ℂ) (E : ℝ) (φ : m → ℂ) : ℝ := (expval H φ).re - E
```

The attachment energy is \(A=E-\langle\chi,H\chi\rangle\), positive when the mean energy of \(\chi\) lies below \(E\). Both are defined with mean energies: \(\varphi\) and \(\chi\) need not be eigenstates, so relaxation of the ion is not included.

```lean
/-- Attachment energy: the energy `E` minus the mean energy of the attached state `χ`. -/
def attachmentEnergy (H : Matrix m m ℂ) (E : ℝ) (χ : m → ℂ) : ℝ := E - (expval H χ).re
```

The hypotheses are \(aa^\dagger+a^\dagger a=1\), \(H\) Hermitian, \(H\psi=E\psi\), \(\|\psi\|=1\) and \(n=\|a\psi\|^2\). For a CASSCF state, \(H\) is the active-space Hamiltonian, in which the inactive electrons enter through a constant and the one-body terms. Neither \(a^2=0\) nor particle-number conservation is required. The endpoints \(n=0\) and \(n=1\) are allowed; there the vanishing vector leaves its unit vector arbitrary, and the corresponding energy enters \(\varepsilon\) with weight zero.

```lean
/-- An operator `a` with `a a† + a† a = 1` and `‖a ψ‖² = n`, for a unit eigenvector `ψ` of the
Hermitian `H` with energy `E`, together with unit vectors `φ` and `χ` of which `a ψ` and `a† ψ` are
multiples. -/
structure IsActiveOrbital [DecidableEq m] (a H : Matrix m m ℂ) (ψ φ χ : m → ℂ)
    (E n : ℝ) : Prop where
  car : a * aᴴ + aᴴ * a = 1
  herm : H.IsHermitian
  eigen : H *ᵥ ψ = (E : ℂ) • ψ
  unit : star ψ ⬝ᵥ ψ = 1
  occ : star (a *ᵥ ψ) ⬝ᵥ (a *ᵥ ψ) = (n : ℂ)
  ion : IsUnitStateOf φ (a *ᵥ ψ)
  att : IsUnitStateOf χ (aᴴ *ᵥ ψ)
```

## Expectation values and norms

Expectation values are additive in the operator,

```lean
lemma expval_add (X Y : Matrix m m ℂ) (ψ : m → ℂ) :
    expval (X + Y) ψ = expval X ψ + expval Y ψ := by
  simp only [expval, Matrix.add_mulVec, dotProduct_add]
```

and respect differences.

```lean
lemma expval_sub (X Y : Matrix m m ℂ) (ψ : m → ℂ) :
    expval (X - Y) ψ = expval X ψ - expval Y ψ := by
  simp only [expval, Matrix.sub_mulVec, dotProduct_sub]
```

Moving an operator \(b\) to the bra gives \(\langle\psi,b^\dagger Xb\,\psi\rangle=\langle b\psi,X\,b\psi\rangle\).

```lean
lemma expval_conj (b X : Matrix m m ℂ) (ψ : m → ℂ) :
    expval (bᴴ * X * b) ψ = expval X (b *ᵥ ψ) := by
  unfold expval
  rw [Matrix.star_mulVec, ← Matrix.dotProduct_mulVec]
  simp only [Matrix.mulVec_mulVec, Matrix.mul_assoc]
```

With \(X=1\) this reads \(\|b\psi\|^2=\langle\psi,b^\dagger b\,\psi\rangle\).

```lean
lemma normSq_mulVec (b : Matrix m m ℂ) (ψ : m → ℂ) :
    star (b *ᵥ ψ) ⬝ᵥ (b *ᵥ ψ) = expval (bᴴ * b) ψ := by
  rw [expval, Matrix.star_mulVec, ← Matrix.dotProduct_mulVec, Matrix.mulVec_mulVec]
```

Scaling a vector by \(c\) multiplies its expectation values by \(|c|^2\).

```lean
lemma expval_smul (X : Matrix m m ℂ) (c : ℂ) (φ : m → ℂ) :
    expval X (c • φ) = (Complex.normSq c : ℂ) * expval X φ := by
  rw [Complex.normSq_eq_conj_mul_self]
  simp only [expval, star_smul, Matrix.mulVec_smul, smul_dotProduct, dotProduct_smul,
    smul_eq_mul, Complex.star_def]
  ring
```

For Hermitian \(H\), \(\langle\varphi,H\varphi\rangle\) equals its own conjugate and is real, so taking real parts in \(I\) and \(A\) loses nothing.

```lean
lemma expval_real {H : Matrix m m ℂ} (hH : H.IsHermitian) (φ : m → ℂ) :
    expval H φ = ((expval H φ).re : ℂ) := by
  have h1 : star (H *ᵥ φ) ⬝ᵥ φ = star φ ⬝ᵥ (H *ᵥ φ) := by
    rw [Matrix.star_mulVec, hH.eq, ← Matrix.dotProduct_mulVec]
  have h2 : star φ ⬝ᵥ (H *ᵥ φ) = star (star (H *ᵥ φ) ⬝ᵥ φ) := Matrix.star_dotProduct _ _
  rw [h1] at h2
  exact (Complex.conj_eq_iff_re.mp h2.symm).symm
```

If \(v=c\varphi\) with \(\|\varphi\|=1\), then \(\|v\|^2=|c|^2\), hence \(\langle v,Hv\rangle=\|v\|^2\langle\varphi,H\varphi\rangle\).

```lean
variable [DecidableEq m]

lemma expval_of_unitState (H : Matrix m m ℂ) {φ v : m → ℂ} (h : IsUnitStateOf φ v) :
    expval H v = (star v ⬝ᵥ v) * expval H φ := by
  obtain ⟨h1, c, rfl⟩ := h
  have hn : star (c • φ) ⬝ᵥ (c • φ) = (Complex.normSq c : ℂ) := by
    have h2 := expval_smul 1 c φ
    simpa only [expval, Matrix.one_mulVec, h1, mul_one] using h2
  rw [hn, expval_smul]
```

Such a \(\varphi\) exists whenever \(\|v\|^2=n>0\): take \(\varphi=v/\sqrt n\).

```lean
/-- A vector of squared norm `n > 0`, divided by `√n`, is a unit vector of which the original
vector is a multiple. -/
theorem isUnitStateOf_normalised {v : m → ℂ} {n : ℝ} (hn : 0 < n)
    (hv : star v ⬝ᵥ v = (n : ℂ)) :
    IsUnitStateOf ((((Real.sqrt n)⁻¹ : ℝ) : ℂ) • v) v := by
  have hs : 0 < Real.sqrt n := Real.sqrt_pos.mpr hn
  refine ⟨?_, ((Real.sqrt n : ℝ) : ℂ), ?_⟩
  · have h := expval_smul 1 (((Real.sqrt n)⁻¹ : ℝ) : ℂ) v
    simp only [expval, Matrix.one_mulVec, hv] at h
    have h3 : (Real.sqrt n)⁻¹ * (Real.sqrt n)⁻¹ * n = 1 := by
      rw [← mul_inv, Real.mul_self_sqrt hn.le]
      exact inv_mul_cancel₀ hn.ne'
    rw [h, Complex.normSq_ofReal, ← Complex.ofReal_mul, h3, Complex.ofReal_one]
  · rw [smul_smul, ← Complex.ofReal_mul, mul_inv_cancel₀ hs.ne', Complex.ofReal_one, one_smul]
```

## The two commutator terms

Expand \([a,H]a^\dagger=aHa^\dagger-Haa^\dagger\). In the second term \(H\) acts on the bra, by hermiticity, and gives \(E\):

\[
\langle\psi,[a,H]a^\dagger\psi\rangle=\langle a^\dagger\psi,Ha^\dagger\psi\rangle-E\|a^\dagger\psi\|^2 .
\]

The proof writes \(a\) as `aᴴᴴ`, so that the rules above apply with \(b=a^\dagger\).

```lean
/-- The term `[a, H] a†` measures the energy of the unnormalised attached state relative
to `E`. -/
theorem attachment_part (a : Matrix m m ℂ) {H : Matrix m m ℂ} {ψ : m → ℂ} {E : ℝ}
    (hH : H.IsHermitian) (hψ : H *ᵥ ψ = (E : ℂ) • ψ) :
    expval ((a * H - H * a) * aᴴ) ψ
      = expval H (aᴴ *ᵥ ψ) - E * (star (aᴴ *ᵥ ψ) ⬝ᵥ (aᴴ *ᵥ ψ)) := by
  -- hermiticity lets `H` act on the bra
  have hl : star ψ ᵥ* H = (E : ℂ) • star ψ := by
    have h := Matrix.star_mulVec H ψ
    rw [hH.eq, hψ, star_smul] at h
    rw [← h]
    simp
  have h1 : (a * H - H * a) * aᴴ = aᴴᴴ * H * aᴴ - H * (aᴴᴴ * aᴴ) := by
    rw [Matrix.conjTranspose_conjTranspose]
    noncomm_ring
  have h2 : expval (H * (aᴴᴴ * aᴴ)) ψ = E * expval (aᴴᴴ * aᴴ) ψ := by
    unfold expval
    rw [← Matrix.mulVec_mulVec, Matrix.dotProduct_mulVec, hl, smul_dotProduct, smul_eq_mul]
  rw [h1, expval_sub, expval_conj aᴴ H ψ, h2, normSq_mulVec aᴴ ψ]
```

Likewise \(a^\dagger[a,H]=a^\dagger aH-a^\dagger Ha\), where \(H\) now acts on the ket:

\[
\langle\psi,a^\dagger[a,H]\psi\rangle=E\|a\psi\|^2-\langle a\psi,Ha\psi\rangle .
\]

```lean
/-- The term `a† [a, H]` measures `E` relative to the energy of the unnormalised ionised
state. -/
theorem ionisation_part (a : Matrix m m ℂ) {H : Matrix m m ℂ} {ψ : m → ℂ} {E : ℝ}
    (hψ : H *ᵥ ψ = (E : ℂ) • ψ) :
    expval (aᴴ * (a * H - H * a)) ψ
      = E * (star (a *ᵥ ψ) ⬝ᵥ (a *ᵥ ψ)) - expval H (a *ᵥ ψ) := by
  have h1 : aᴴ * (a * H - H * a) = aᴴ * a * H - aᴴ * H * a := by noncomm_ring
  have h2 : expval (aᴴ * a * H) ψ = E * expval (aᴴ * a) ψ := by
    unfold expval
    rw [← Matrix.mulVec_mulVec, hψ, Matrix.mulVec_smul, dotProduct_smul, smul_eq_mul]
  rw [h1, expval_sub, expval_conj a H ψ, h2, normSq_mulVec a ψ]
```

## The weighted average

The anticommutator fixes the remaining norm: \(\|a^\dagger\psi\|^2+\|a\psi\|^2=\|\psi\|^2=1\), so \(\|a^\dagger\psi\|^2=1-n\).

```lean
variable {a H : Matrix m m ℂ} {ψ φ χ : m → ℂ} {E n : ℝ}

/-- The squared norm of `a† ψ` is the hole occupation `1 - n`. -/
theorem hole_occupation (h : IsActiveOrbital a H ψ φ χ E n) :
    star (aᴴ *ᵥ ψ) ⬝ᵥ (aᴴ *ᵥ ψ) = 1 - (n : ℂ) := by
  rw [← h.occ, normSq_mulVec aᴴ ψ, normSq_mulVec a ψ, Matrix.conjTranspose_conjTranspose,
    eq_sub_iff_add_eq, ← expval_add, h.car, expval, Matrix.one_mulVec, h.unit]
```

Adding the two terms and normalising the states gives

\[
\varepsilon=(1-n)(\langle\chi,H\chi\rangle-E)+n(E-\langle\varphi,H\varphi\rangle)=-\bigl(nI+(1-n)A\bigr).
\]

The rewrites substitute these results in turn, and `ring` collects the terms.

```lean
/-- The active orbital energy is minus the average of the ionisation and attachment energies,
weighted by the occupation `n` and the hole occupation `1 - n`. -/
theorem active_orbital_energy (h : IsActiveOrbital a H ψ φ χ E n) :
    expval (orbitalOp a H) ψ
      = ((-(n * ionisationEnergy H E φ + (1 - n) * attachmentEnergy H E χ) : ℝ) : ℂ) := by
  rw [orbitalOp, expval_add, attachment_part a h.herm h.eigen, ionisation_part a h.eigen,
    expval_of_unitState H h.att, expval_of_unitState H h.ion, hole_occupation h, h.occ,
    expval_real h.herm φ, expval_real h.herm χ]
  simp only [ionisationEnergy, attachmentEnergy]
  push_cast
  ring
```

In the smallest case, a single mode with \(H=\epsilon_0a^\dagger a\), the commutator is \([a,H]=\epsilon_0a\) and \(\varepsilon=\epsilon_0\). This is \(-I\) when the mode is filled and \(-A\) when it is empty.

## Recovering the separate energies

Rearrangement gives

\[
\varepsilon-(1-n)(I-A)=-I,\qquad \varepsilon+n(I-A)=-A .
\]

The IPEA shift of CASPT2 puts a fixed parameter in the place of \(I-A\); here \(I-A\) is the difference of the two energies defined above, for one spin orbital in an eigenstate of \(H\), and the identities do not assess that replacement.

```lean
/-- Shifting the orbital energy down by `(1 - n)(I - A)` gives `-I`, and shifting it up by
`n (I - A)` gives `-A`. -/
theorem ipea_corrections (h : IsActiveOrbital a H ψ φ χ E n) :
    (expval (orbitalOp a H) ψ).re
        - (1 - n) * (ionisationEnergy H E φ - attachmentEnergy H E χ)
      = -ionisationEnergy H E φ ∧
    (expval (orbitalOp a H) ψ).re
        + n * (ionisationEnergy H E φ - attachmentEnergy H E χ)
      = -attachmentEnergy H E χ := by
  rw [active_orbital_energy h, Complex.ofReal_re]
  constructor <;> ring
```

Hence \(\varepsilon=-I\) exactly when \((1-n)(I-A)=0\), that is, when \(n=1\) or \(I=A\).

```lean
/-- The orbital energy equals minus the ionisation energy exactly when the orbital is fully
occupied or the ionisation and attachment energies coincide. -/
theorem orbital_energy_eq_neg_ionisation_iff (h : IsActiveOrbital a H ψ φ χ E n) :
    (expval (orbitalOp a H) ψ).re = -ionisationEnergy H E φ ↔
      n = 1 ∨ ionisationEnergy H E φ = attachmentEnergy H E χ := by
  have h1 := (ipea_corrections h).1
  constructor
  · intro h2
    have h3 : (1 - n) * (ionisationEnergy H E φ - attachmentEnergy H E χ) = 0 := by linarith
    rcases mul_eq_zero.mp h3 with h4 | h4
    · left; linarith
    · right; linarith
  · rintro (h2 | h2)
    · rw [h2] at h1; linarith
    · rw [h2] at h1 ⊢; linarith
```

## One electron on two sites

Take two spinless sites, with \(a\) annihilating on the first.

```lean
/-- Annihilator of the first of two sites, in the basis `|00⟩, |10⟩, |01⟩, |11⟩`. -/
def siteA : Matrix (Fin 4) (Fin 4) ℂ := !![0, 1, 0, 0; 0, 0, 0, 0; 0, 0, 0, 1; 0, 0, 0, 0]
```

The site energies are \(-9\) and \(-16\), the hopping is \(-12\) and the repulsion is \(10\), so the doubly occupied state has energy \(-15\).

```lean
/-- A two-site Hamiltonian with site energies `-9` and `-16`, hopping `-12` and repulsion `10`. -/
def dimerH : Matrix (Fin 4) (Fin 4) ℂ :=
  !![0, 0, 0, 0; 0, -9, -12, 0; 0, -12, -16, 0; 0, 0, 0, -15]
```

The state \(\psi=\tfrac35|10\rangle+\tfrac45|01\rangle\) has \(E=-25\) and \(n=9/25\), with \(\varphi=|00\rangle\) and \(\chi=|11\rangle\). Thus \(I=25\), \(A=-10\) and \(\varepsilon=-(9-6.4)=-2.6\), far from both \(-I\) and \(-A\). The theorem below verifies that this example meets every hypothesis, entry by entry.

```lean
/-- One electron shared by two sites meets all the conditions, with occupation `9/25` of the
first site and energy `-25`. -/
theorem isActiveOrbital_witness :
    IsActiveOrbital siteA dimerH ![0, 3 / 5, 4 / 5, 0] ![1, 0, 0, 0] ![0, 0, 0, 1]
      (-25) (9 / 25) where
  car := by
    -- the creation operator, written out
    have hd : siteAᴴ = !![0, 0, 0, 0; 1, 0, 0, 0; 0, 0, 0, 0; 0, 0, 1, 0] := by
      ext i j
      fin_cases i <;> fin_cases j <;> simp [siteA, Matrix.conjTranspose_apply]
    rw [hd]
    ext i j
    fin_cases i <;> fin_cases j <;> simp [siteA]
  herm := by
    ext i j
    fin_cases i <;> fin_cases j <;> simp [dimerH, Matrix.conjTranspose_apply]
  eigen := by
    ext i
    fin_cases i <;> simp [dimerH, Matrix.mulVec, dotProduct, Fin.sum_univ_four] <;> norm_num
  unit := by
    have h3 : (starRingEnd ℂ) 3 = 3 := by apply Complex.ext <;> simp
    have h4 : (starRingEnd ℂ) 4 = 4 := by apply Complex.ext <;> simp
    have h5 : (starRingEnd ℂ) 5 = 5 := by apply Complex.ext <;> simp
    simp [dotProduct, Fin.sum_univ_four, h3, h4, h5] <;> norm_num
  occ := by
    simp [siteA, Matrix.mulVec, dotProduct, Fin.sum_univ_four] <;> norm_num
  ion := by
    refine ⟨by simp [dotProduct, Fin.sum_univ_four], 3 / 5, ?_⟩
    ext i
    fin_cases i <;> simp [siteA, Matrix.mulVec, dotProduct, Fin.sum_univ_four]
  att := by
    refine ⟨by simp [dotProduct, Fin.sum_univ_four], 4 / 5, ?_⟩
    ext i
    fin_cases i <;>
      simp [siteA, Matrix.mulVec, dotProduct, Fin.sum_univ_four, Matrix.conjTranspose_apply]

end

end ActiveOrbitalIPEA
```

```lean
#print axioms ActiveOrbitalIPEA.isUnitStateOf_normalised
-- 'ActiveOrbitalIPEA.isUnitStateOf_normalised' depends on axioms: [propext, Classical.choice, Quot.sound]
#print axioms ActiveOrbitalIPEA.active_orbital_energy
-- 'ActiveOrbitalIPEA.active_orbital_energy' depends on axioms: [propext, Classical.choice, Quot.sound]
#print axioms ActiveOrbitalIPEA.orbital_energy_eq_neg_ionisation_iff
-- 'ActiveOrbitalIPEA.orbital_energy_eq_neg_ionisation_iff' depends on axioms: [propext, Classical.choice, Quot.sound]
```
